# For two states of constant capacitance, the tangent line misses the electrode barrier by a term linear in the capacitance difference and quadratic in the potential shift

## Charge, potential and barrier

Let $a$ be the initial state and $b$ the transition state of a reaction step at an electrode held at potential $U$. The electrode exchanges electrons with an external circuit. Both states contain the same atoms, and $q$ is the net charge of the electrode and the reacting species together, counted positive when electrons are missing. With $q$ in elementary charges and potentials in volts, energies are in electronvolts.

Each state $s$ has an energy $E_s$ at zero charge, a potential of zero charge $U_{z,s}$ and a capacitance $C_s>0$. Its energy, including the work of exchanging charge at potential $U$, is

$$
E_s+(U_{z,s}-U)q+\frac{q^2}{2C_s}.
$$

The grand potential $\Omega_s(U)$ is the minimum of this expression over all real $q$, and the barrier is $B(U)=\Omega_b(U)-\Omega_a(U)$.

Suppose the barrier and its slope are known at one potential $U_0$. How wrong is a straight-line extrapolation to another potential? The question arises when barriers from electronic-structure calculations are carried over to a different electrode potential; the answer here holds for states whose capacitances do not change with potential.

## The error of the tangent and its sign

Write $T(U)=B(U_0)+B'(U_0)(U-U_0)$ for the tangent line. For all real $U$ and $U_0$,

$$
B(U)-T(U)=-\frac{(C_b-C_a)(U-U_0)^2}{2}.
$$

For $U\neq U_0$, the tangent therefore lies strictly above the barrier if and only if $C_b>C_a$. The energies at zero charge affect the barrier, and the potentials of zero charge affect both the barrier and its slope, but neither enters this error.

In Lean, an `ElectrodeState` holds `E`, `Uz`, `C` and the condition `C_pos` that the capacitance is positive. This condition stands for an interface whose energy rises when it is charged away from equilibrium. The function `grandPotential` is an infimum over all real charges, and `tangentBarrier` uses the derivative of `barrier` itself. The result is `barrier_sub_tangent`, and its sign is read off in `tangent_overestimates_iff`.

Nothing requires `b` to be a saddle point or the barrier to be positive, so the theorems hold equally for a reaction energy between two stable states.

The hypotheses do not cover the step from a real interface to the quadratic energy: one has to establish separately that a single constant capacitance describes each state over the potential range used.

## From the minimum over charge to the error

Fix a state, drop its index, and set $Q(U)=C(U-U_z)$. Completing the square gives

$$
E+(U_z-U)q+\frac{q^2}{2C}
=E-\frac{C(U-U_z)^2}{2}+\frac{(q-Q(U))^2}{2C}.
$$

Since $C>0$, the last term is non-negative and vanishes only at $q=Q(U)$. This is the equilibrium charge, and

$$
\Omega(U)=E-\frac{C(U-U_z)^2}{2},\qquad
\Omega'(U)=-C(U-U_z)=-Q(U).
$$

Subtracting the two states gives the slope of the barrier,

$$
B'(U)=-\bigl(Q_b(U)-Q_a(U)\bigr).
$$

For the tangent error of one state, let $x=U-U_z$ and $x_0=U_0-U_z$. Then

$$
\begin{aligned}
\Omega(U)-\Omega(U_0)-\Omega'(U_0)(U-U_0)
&=-\frac C2\left[x^2-x_0^2-2x_0(x-x_0)\right]\\
&=-\frac C2(x-x_0)^2=-\frac C2(U-U_0)^2.
\end{aligned}
$$

Subtracting this expression for $a$ from that for $b$ gives the stated error. When $U\neq U_0$ the square is positive, so the error is negative exactly when $C_b>C_a$.

## A line through two computed barriers

The slope can also be taken from barriers at two distinct potentials $U_a$ and $U_b$. These subscripts label the two potentials, not the states. For one state, with midpoint $m=(U_a+U_b)/2$,

$$
\frac{\Omega(U_b)-\Omega(U_a)}{U_b-U_a}
=-C(m-U_z)=-Q(m).
$$

The deviation of $\Omega$ from its line is then

$$
\begin{aligned}
&\Omega(U)-\Omega(U_a)+C(m-U_z)(U-U_a)\\
&\quad=-\frac C2(U-U_a)\left[U+U_a-2U_z-2(m-U_z)\right]\\
&\quad=-\frac C2(U-U_a)(U-U_b).
\end{aligned}
$$

Subtracting the states, the barrier minus its line is

$$
-\frac{(C_b-C_a)(U-U_a)(U-U_b)}{2},
$$

which is `barrier_sub_secant`. If $C_b>C_a$, the line underestimates the barrier between the two potentials and overestimates it outside them.

## The Lean file

```lean
import Mathlib

namespace ElectrodeBarrier

noncomputable section

/-- A state of an electrode interface: its energy `E` at zero charge, its potential of zero
charge `Uz`, and its positive capacitance `C`. -/
structure ElectrodeState where
  E : ℝ
  Uz : ℝ
  C : ℝ
  C_pos : 0 < C

/-- Energy of a state holding charge `q`, with the work of exchanging that charge with an
electrode at potential `U` included. -/
def energy (s : ElectrodeState) (U q : ℝ) : ℝ :=
  s.E + (s.Uz - U) * q + q ^ 2 / (2 * s.C)

/-- The grand potential at electrode potential `U`: the infimum of the energy over all real
charges. -/
def grandPotential (s : ElectrodeState) (U : ℝ) : ℝ := ⨅ q : ℝ, energy s U q

/-- The charge `C (U - Uz)` of a capacitor held at potential `U`. -/
def charge (s : ElectrodeState) (U : ℝ) : ℝ := s.C * (U - s.Uz)

/-- The grand-canonical barrier from state `a` to state `b` at electrode potential `U`. -/
def barrier (a b : ElectrodeState) (U : ℝ) : ℝ := grandPotential b U - grandPotential a U

/-- Linear extrapolation of the barrier from the potential `U0`, along its tangent there. -/
def tangentBarrier (a b : ElectrodeState) (U0 U : ℝ) : ℝ :=
  barrier a b U0 + deriv (barrier a b) U0 * (U - U0)

/-- The straight line through the barriers at two distinct potentials `Ua ≠ Ub`. -/
def secantBarrier (a b : ElectrodeState) (Ua Ub U : ℝ) : ℝ :=
  barrier a b Ua + (barrier a b Ub - barrier a b Ua) / (Ub - Ua) * (U - Ua)

/-- The energy is a constant plus a square that measures the distance of the charge from
`C (U - Uz)`. -/
theorem energy_eq (s : ElectrodeState) (U q : ℝ) :
    energy s U q =
      s.E - s.C * (U - s.Uz) ^ 2 / 2 + (q - charge s U) ^ 2 / (2 * s.C) := by
  have hC : s.C ≠ 0 := s.C_pos.ne'
  unfold energy charge
  field_simp
  ring

/-- The energy attains a minimum over the charge, and its value is
`E - C (U - Uz)² / 2`. -/
theorem isLeast_energy (s : ElectrodeState) (U : ℝ) :
    IsLeast (Set.range (energy s U)) (s.E - s.C * (U - s.Uz) ^ 2 / 2) := by
  constructor
  · refine ⟨charge s U, ?_⟩
    rw [energy_eq]
    ring
  · rintro _ ⟨q, rfl⟩
    rw [energy_eq]
    have h : 0 ≤ (q - charge s U) ^ 2 / (2 * s.C) :=
      div_nonneg (sq_nonneg _) (by linarith [s.C_pos])
    linarith

/-- The grand potential is `E - C (U - Uz)² / 2`, a downward parabola in the electrode potential. -/
theorem grandPotential_eq (s : ElectrodeState) (U : ℝ) :
    grandPotential s U = s.E - s.C * (U - s.Uz) ^ 2 / 2 :=
  (isLeast_energy s U).csInf_eq

/-- The charge `C (U - Uz)` is the only one at which the energy equals the grand potential. -/
theorem energy_eq_grandPotential_iff (s : ElectrodeState) (U q : ℝ) :
    energy s U q = grandPotential s U ↔ q = charge s U := by
  rw [grandPotential_eq, energy_eq]
  constructor
  · intro h
    have h2 : (q - charge s U) ^ 2 / (2 * s.C) = 0 := by linarith
    rcases div_eq_zero_iff.mp h2 with h3 | h3
    · exact sub_eq_zero.mp ((pow_eq_zero_iff two_ne_zero).mp h3)
    · linarith [s.C_pos]
  · intro h
    rw [h]
    ring

/-- The derivative of the grand potential with respect to the electrode potential is minus
the equilibrium charge. -/
theorem hasDerivAt_grandPotential (s : ElectrodeState) (U : ℝ) :
    HasDerivAt (grandPotential s) (-charge s U) U := by
  have hfun : grandPotential s =
      fun V => s.E - s.C / 2 * ((V - s.Uz) * (V - s.Uz)) := by
    funext V
    rw [grandPotential_eq]
    ring
  have d : HasDerivAt (fun V : ℝ => V - s.Uz) 1 U := (hasDerivAt_id' U).sub_const s.Uz
  rw [hfun]
  refine (((d.fun_mul d).const_mul (s.C / 2)).const_sub s.E).congr_deriv ?_
  unfold charge
  ring

/-- The slope of the barrier is minus the difference of the equilibrium charges of the two
states. -/
theorem hasDerivAt_barrier (a b : ElectrodeState) (U : ℝ) :
    HasDerivAt (barrier a b) (-(charge b U - charge a U)) U := by
  have h := (hasDerivAt_grandPotential b U).fun_sub (hasDerivAt_grandPotential a U)
  exact h.congr_deriv (by ring)

/-- The barrier minus its linear extrapolation from `U0` is exactly quadratic in the potential
shift, with a coefficient set by the difference of the two capacitances. -/
theorem barrier_sub_tangent (a b : ElectrodeState) (U0 U : ℝ) :
    barrier a b U - tangentBarrier a b U0 U = -(b.C - a.C) * (U - U0) ^ 2 / 2 := by
  unfold tangentBarrier
  -- the slope of the tangent is minus the charge difference (`b` minus `a`) at `U0`
  rw [(hasDerivAt_barrier a b U0).deriv]
  simp only [barrier, grandPotential_eq, charge]
  ring

/-- At any potential other than `U0`, linear extrapolation from `U0` overestimates the barrier if
and only if state `b` has a larger capacitance than state `a`. -/
theorem tangent_overestimates_iff (a b : ElectrodeState) {U0 U : ℝ} (hU : U ≠ U0) :
    barrier a b U < tangentBarrier a b U0 U ↔ a.C < b.C := by
  have h := barrier_sub_tangent a b U0 U
  have hp : 0 < (U - U0) ^ 2 := by
    have hne : U - U0 ≠ 0 := sub_ne_zero.mpr hU
    positivity
  constructor
  · intro hlt
    by_contra hc
    nlinarith [mul_nonneg (sub_nonneg.mpr (not_lt.mp hc)) hp.le]
  · intro hlt
    nlinarith [mul_pos (sub_pos.mpr hlt) hp]

/-- The barrier minus the straight line through its values at two distinct potentials is
`-(C_b - C_a) (U - Ua) (U - Ub) / 2`. -/
theorem barrier_sub_secant (a b : ElectrodeState) {Ua Ub : ℝ} (hne : Ua ≠ Ub) (U : ℝ) :
    barrier a b U - secantBarrier a b Ua Ub U =
      -(b.C - a.C) * (U - Ua) * (U - Ub) / 2 := by
  have hd : Ub - Ua ≠ 0 := sub_ne_zero.mpr hne.symm
  -- the slope of the line is the barrier slope at the midpoint of the two potentials
  have hs : (barrier a b Ub - barrier a b Ua) / (Ub - Ua) =
      -(charge b ((Ua + Ub) / 2) - charge a ((Ua + Ub) / 2)) := by
    rw [div_eq_iff hd]
    simp only [barrier, grandPotential_eq, charge]
    ring
  unfold secantBarrier
  rw [hs]
  simp only [barrier, grandPotential_eq, charge]
  ring

end

end ElectrodeBarrier
```

```lean
#print axioms ElectrodeBarrier.energy_eq_grandPotential_iff
#print axioms ElectrodeBarrier.barrier_sub_tangent
#print axioms ElectrodeBarrier.tangent_overestimates_iff
#print axioms ElectrodeBarrier.barrier_sub_secant
```

```
'ElectrodeBarrier.energy_eq_grandPotential_iff' depends on axioms: [propext, Classical.choice, Quot.sound]
'ElectrodeBarrier.barrier_sub_tangent' depends on axioms: [propext, Classical.choice, Quot.sound]
'ElectrodeBarrier.tangent_overestimates_iff' depends on axioms: [propext, Classical.choice, Quot.sound]
'ElectrodeBarrier.barrier_sub_secant' depends on axioms: [propext, Classical.choice, Quot.sound]
```

## How the lemmas carry the calculation

`energy_eq` completes the square: `field_simp` clears the denominators, using $C\neq0$, and `ring` checks the remaining identity. `isLeast_energy` then proves two things, that the proposed minimum is reached at `charge s U` and that no charge gives a lower energy. From this, `grandPotential_eq` obtains the value of the infimum.

`energy_eq_grandPotential_iff` shows that the minimising charge is unique. If the energy equals the grand potential, the squared term divided by $2C$ is zero; positivity of $C$ excludes a zero denominator, so the square itself vanishes. The later theorems do not use this lemma, but it justifies calling `charge` the equilibrium charge.

`hasDerivAt_grandPotential` writes the square as a product and applies the product rule. `hasDerivAt_barrier` subtracts the derivatives of the two states. In `barrier_sub_tangent` this slope replaces `deriv`, the closed forms are inserted, and `ring` performs the cancellation done above with $x$ and $x_0$.

For the sign, `tangent_overestimates_iff` first shows that $(U-U_0)^2$ is positive. One direction assumes $C_b\le C_a$ and reaches a contradiction; the other multiplies two positive factors. In both, `nlinarith` combines the product with the error formula.

In `barrier_sub_secant`, the intermediate statement `hs` identifies the slope of the line with the barrier slope at the midpoint. This is where $U_a\neq U_b$ is used, to clear the denominator. After substitution, `ring` gives the factorised error.
